# Tr((C Cᴴ)^k) is constant in time for two subsystems with Hermitian Hamiltonians and no coupling

Let a bipartite vector ψ with coefficient matrix C in an orthonormal product basis evolve under exp(−it(H⊗1 + 1⊗K)), where H and K are Hermitian. Its coefficient matrix at time t is

C(t) = exp(−itH) C exp(−itKᵀ),

and Tr((C(t) C(t)ᴴ)^k) = Tr((C Cᴴ)^k) for every natural number k. In this sense no entanglement is generated. For a finite-dimensional pure state cut in two, as in a tensor-network simulation, a Hamiltonian with no term acting across the cut therefore leaves these moments alone.

## Vectors, Hamiltonians and units

The finite types `m` and `n` label orthonormal basis states of the two subsystems. A superscript ᴴ is the conjugate transpose, ᵀ the transpose, and a plain H the first Hamiltonian. Time is real, ħ = 1, and both Hamiltonians are independent of time. Each may contain any interaction within its own subsystem.

```lean
import Mathlib

open Matrix
open scoped Kronecker

namespace NonInteractingEvolution

noncomputable section

variable {m n : Type*} [Fintype m] [DecidableEq m] [Fintype n] [DecidableEq n]
```

The vector is a function ψ on pairs (i, j), and `coeff` reads it as a matrix:

C_ij = ψ(i, j).

```lean
/-- The coefficient matrix of a bipartite vector. -/
def coeff {m n : Type*} (ψ : m × n → ℂ) : Matrix m n ℂ :=
  Matrix.of fun i j => ψ (i, j)
```

The matrix C Cᴴ is the reduced density matrix of the first subsystem when ψ is normalised. The theorems don't require normalisation; for a general nonzero ψ the density matrix is C Cᴴ/‖ψ‖².

```lean
/-- The reduced matrix `C Cᴴ` of the first subsystem. -/
def reducedState {m n : Type*} [Fintype n] (ψ : m × n → ℂ) : Matrix m m ℂ :=
  coeff ψ * (coeff ψ)ᴴ
```

The propagator is the matrix exponential itself, not a truncated series or a Trotter product.

```lean
/-- The time evolution operator `exp(-itH)`. -/
def propagator (H : Matrix m m ℂ) (t : ℝ) : Matrix m m ℂ :=
  NormedSpace.exp ((-(Complex.I * (t : ℂ))) • H)
```

The absence of a coupling is built into the Hamiltonian, whose two terms each act on one subsystem.

```lean
/-- The Hamiltonian `H ⊗ 1 + 1 ⊗ K` of two subsystems without interaction. -/
def nonInteracting (H : Matrix m m ℂ) (K : Matrix n n ℂ) :
    Matrix (m × n) (m × n) ℂ :=
  H ⊗ₖ (1 : Matrix n n ℂ) + (1 : Matrix m m ℂ) ⊗ₖ K
```

The maps A ↦ A⊗1 and B ↦ 1⊗B preserve sums, products and the identity, for example (A⊗1)(A′⊗1) = AA′⊗1. They are recorded as ring homomorphisms, which is what part (a) needs.

```lean
/-- Operators of the first subsystem, acting on the composite system as `A ⊗ 1`. -/
def actFirst (m n : Type*) [Fintype m] [DecidableEq m] [Fintype n] [DecidableEq n] :
    Matrix m m ℂ →+* Matrix (m × n) (m × n) ℂ where
  toFun A := A ⊗ₖ (1 : Matrix n n ℂ)
  map_one' := Matrix.one_kronecker_one
  map_mul' A B := by rw [← Matrix.mul_kronecker_mul, one_mul]
  map_zero' := Matrix.zero_kronecker _
  map_add' A B := Matrix.add_kronecker A B _

/-- Operators of the second subsystem, acting on the composite system as `1 ⊗ B`. -/
def actSecond (m n : Type*) [Fintype m] [DecidableEq m] [Fintype n] [DecidableEq n] :
    Matrix n n ℂ →+* Matrix (m × n) (m × n) ℂ where
  toFun B := (1 : Matrix m m ℂ) ⊗ₖ B
  map_one' := Matrix.one_kronecker_one
  map_mul' A B := by rw [← Matrix.mul_kronecker_mul, one_mul]
  map_zero' := Matrix.kronecker_zero _
  map_add' A B := Matrix.kronecker_add _ A B
```

## (a) Moving a homomorphism through the exponential

**Task.** Let f be a continuous ring homomorphism between matrix algebras. Show that f(exp A) = exp(f(A)).

**Solution.** Since f is additive and multiplicative, r! f(A^r/r!) = f(A^r) = f(A)^r. Hence, for every N,

f(Σ_{r≤N} A^r/r!) = Σ_{r≤N} f(A)^r/r!.

Let N → ∞. Continuity carries the limit through f on the left, and the right side tends to exp(f(A)).

In Lean this is Mathlib's `NormedSpace.map_exp`. The lines before it choose a norm in which the series converges.

```lean
/-- A continuous homomorphism between matrix algebras commutes with the exponential. -/
theorem map_matrix_exp (f : Matrix m m ℂ →+* Matrix n n ℂ) (hf : Continuous f)
    (A : Matrix m m ℂ) : f (NormedSpace.exp A) = NormedSpace.exp (f A) := by
  -- any submultiplicative norm will do; it only serves the convergence of the series
  let : NormedRing (Matrix m m ℂ) := Matrix.linftyOpNormedRing
  let : NormedAlgebra ℚ (Matrix m m ℂ) := Matrix.linftyOpNormedAlgebra
  let : NormedRing (Matrix n n ℂ) := Matrix.linftyOpNormedRing
  let : NormedAlgebra ℚ (Matrix n n ℂ) := Matrix.linftyOpNormedAlgebra
  have : @CompleteSpace (Matrix m m ℂ) PseudoMetricSpace.toUniformSpace := by
    exact (inferInstance : CompleteSpace (m → m → ℂ))
  exact NormedSpace.map_exp f hf A
```

## (b) The propagator factorises

**Task.** Show that exp(−it(H⊗1 + 1⊗K)) = exp(−itH) ⊗ exp(−itK).

**Solution.** Operators of different subsystems commute:

(A⊗1)(1⊗B) = A⊗B = (1⊗B)(A⊗1).

The exponential of a sum of commuting matrices is the product of the exponentials, so with part (a)

exp(−itH⊗1 − it 1⊗K) = exp(−itH⊗1) exp(−it 1⊗K)
= (exp(−itH)⊗1)(1⊗exp(−itK))
= exp(−itH)⊗exp(−itK).

In the proof, `c1` and `c2` give the continuity of the two embeddings, `hs` distributes the factor −it over the sum, and `hc` is the commutation. Hermiticity isn't used.

```lean
/-- Without interaction the propagator is the tensor product of the two local propagators. -/
theorem propagator_nonInteracting (H : Matrix m m ℂ) (K : Matrix n n ℂ) (t : ℝ) :
    propagator (nonInteracting H K) t = propagator H t ⊗ₖ propagator K t := by
  have c1 : Continuous (actFirst m n) :=
    continuous_pi fun p => continuous_pi fun q =>
      (continuous_id.matrix_elem p.1 q.1).mul continuous_const
  have c2 : Continuous (actSecond m n) :=
    continuous_pi fun p => continuous_pi fun q =>
      continuous_const.mul (continuous_id.matrix_elem p.2 q.2)
  have h1 := map_matrix_exp (actFirst m n) c1 ((-(Complex.I * (t : ℂ))) • H)
  have h2 := map_matrix_exp (actSecond m n) c2 ((-(Complex.I * (t : ℂ))) • K)
  have hs : (-(Complex.I * (t : ℂ))) • nonInteracting H K
      = actFirst m n ((-(Complex.I * (t : ℂ))) • H)
        + actSecond m n ((-(Complex.I * (t : ℂ))) • K) := by
    change _ = ((-(Complex.I * (t : ℂ))) • H) ⊗ₖ (1 : Matrix n n ℂ)
      + (1 : Matrix m m ℂ) ⊗ₖ ((-(Complex.I * (t : ℂ))) • K)
    rw [nonInteracting, smul_add, Matrix.smul_kronecker, Matrix.kronecker_smul]
  -- operators of different subsystems commute
  have hc : ∀ (A : Matrix m m ℂ) (B : Matrix n n ℂ),
      Commute (actFirst m n A) (actSecond m n B) := by
    intro A B
    change A ⊗ₖ (1 : Matrix n n ℂ) * (1 : Matrix m m ℂ) ⊗ₖ B
      = (1 : Matrix m m ℂ) ⊗ₖ B * A ⊗ₖ (1 : Matrix n n ℂ)
    rw [← Matrix.mul_kronecker_mul, ← Matrix.mul_kronecker_mul]
    simp only [mul_one, one_mul]
  rw [propagator, hs, Matrix.exp_add_of_commute _ _ (hc _ _), ← h1, ← h2]
  change propagator H t ⊗ₖ (1 : Matrix n n ℂ) * (1 : Matrix m m ℂ) ⊗ₖ propagator K t = _
  rw [← Matrix.mul_kronecker_mul, mul_one, one_mul]
```

## (c) The evolved coefficient matrix

**Task.** Show that C(t) = exp(−itH) C exp(−itKᵀ).

**Solution.** Write U = exp(−itH) and V = exp(−itK). By part (b),

C(t)_ij = Σ_x Σ_y U_ix V_jy C_xy = Σ_y (Σ_x U_ix C_xy) (Vᵀ)_yj = (U C Vᵀ)_ij.

Transposing the exponential series term by term gives Vᵀ = exp(−itKᵀ). The second index of C is contracted with the second index of V, which is why a transpose appears and not an adjoint.

The transpose identity is `hV`. The rest compares entries: `Finset.sum_comm` exchanges the two sums and `ring` reorders the factors. This formula too holds for arbitrary square H and K.

```lean
/-- Under `H ⊗ 1 + 1 ⊗ K` the coefficient matrix `C` becomes `exp(-itH) C exp(-itKᵀ)`. -/
theorem coeff_evolved (H : Matrix m m ℂ) (K : Matrix n n ℂ) (t : ℝ) (ψ : m × n → ℂ) :
    coeff (propagator (nonInteracting H K) t *ᵥ ψ)
      = propagator H t * coeff ψ * propagator Kᵀ t := by
  have hV : propagator Kᵀ t = (propagator K t)ᵀ := by
    rw [propagator, propagator, ← Matrix.exp_transpose, Matrix.transpose_smul]
  rw [propagator_nonInteracting, hV]
  ext i j
  simp only [coeff, Matrix.of_apply, Matrix.mulVec, dotProduct, Matrix.kroneckerMap_apply,
    Matrix.mul_apply, Matrix.transpose_apply, Fintype.sum_prod_type, Finset.sum_mul]
  rw [Finset.sum_comm]
  refine Finset.sum_congr rfl fun x _ => Finset.sum_congr rfl fun y _ => ?_
  ring
```

## (d) Hermitian generators give unitary propagators

**Task.** For Hermitian H, show that UᴴU = 1.

**Solution.** Taking the adjoint conjugates the scalar −it and leaves H unchanged, so Uᴴ = exp(itH). The exponents itH and −itH commute, hence

UᴴU = exp(itH − itH) = exp(0) = 1.

Here `hstar` is the conjugation of the scalar and `hc` the commutation.

```lean
/-- The propagator of a Hermitian Hamiltonian is unitary. -/
theorem propagator_unitary {H : Matrix m m ℂ} (hH : H.IsHermitian) (t : ℝ) :
    (propagator H t)ᴴ * propagator H t = 1 := by
  have hstar : star (-(Complex.I * (t : ℂ))) = Complex.I * (t : ℂ) := by simp
  have hc : Commute ((Complex.I * (t : ℂ)) • H) ((-(Complex.I * (t : ℂ))) • H) :=
    ((Commute.refl H).smul_left _).smul_right _
  rw [propagator, ← Matrix.exp_conjTranspose, Matrix.conjTranspose_smul, hH.eq, hstar,
    ← Matrix.exp_add_of_commute _ _ hc, ← add_smul, add_neg_cancel, zero_smul,
    NormedSpace.exp_zero]
```

## (e) The second Hamiltonian drops out of C Cᴴ

**Task.** For Hermitian K, show that C(t) C(t)ᴴ = U C Cᴴ Uᴴ.

**Solution.** Put W = exp(−itKᵀ). The transpose of a Hermitian matrix is Hermitian, so part (d) gives WᴴW = 1. For square matrices a left inverse is also a right inverse, so WWᴴ = 1 and

C(t) C(t)ᴴ = U C W Wᴴ Cᴴ Uᴴ = U C Cᴴ Uᴴ.

The first subsystem evolves as though the second had no dynamics at all. Only K has to be Hermitian here. The step from WᴴW to WWᴴ is `mul_eq_one_comm`, and the last rewrite brings W and Wᴴ together and removes them.

```lean
/-- The reduced matrix of the first subsystem evolves under `H` alone, whatever the
Hermitian Hamiltonian `K` of the second subsystem. -/
theorem reducedState_evolved (H : Matrix m m ℂ) {K : Matrix n n ℂ} (hK : K.IsHermitian)
    (t : ℝ) (ψ : m × n → ℂ) :
    reducedState (propagator (nonInteracting H K) t *ᵥ ψ)
      = propagator H t * reducedState ψ * (propagator H t)ᴴ := by
  have hV : propagator Kᵀ t * (propagator Kᵀ t)ᴴ = 1 :=
    mul_eq_one_comm.mp (propagator_unitary hK.transpose t)
  rw [reducedState, coeff_evolved, reducedState]
  simp only [Matrix.conjTranspose_mul, Matrix.mul_assoc]
  -- the evolution of the second subsystem cancels
  rw [← Matrix.mul_assoc (propagator Kᵀ t), hV, Matrix.one_mul]
```

## (f) Every moment is conserved

**Task.** For Hermitian H and K, show that Tr((C(t) C(t)ᴴ)^k) doesn't depend on t.

**Solution.** Let R = C Cᴴ. First, (U R Uᴴ)^k = U R^k Uᴴ. For k = 0 this is UUᴴ = 1, and the induction step is

(U R^k Uᴴ)(U R Uᴴ) = U R^k (UᴴU) R Uᴴ = U R^(k+1) Uᴴ.

Part (e) and cyclicity of the trace then give

Tr((C(t) C(t)ᴴ)^k) = Tr(U R^k Uᴴ) = Tr(UᴴU R^k) = Tr(R^k).

The Lean proof has the same shape: `hpow` is the induction, and `Matrix.trace_mul_comm` moves Uᴴ to the front.

The theorem equates the value at an arbitrary real t with the value at time zero. For k = 1 the conserved quantity is ‖ψ‖², and for k = 2 and normalised ψ it is the purity. The case k = 0 is also included, where both sides are the dimension of the first subsystem. The statement concerns moments; passing from them to the eigenvalues of C Cᴴ, and so to the entanglement entropy, takes a further standard argument that is not part of the code.

```lean
/-- For Hermitian `H` and `K` and no interaction, every moment `Tr((C Cᴴ)^k)` of the reduced matrix
is constant in time. -/
theorem trace_reducedState_pow_conserved {H : Matrix m m ℂ} {K : Matrix n n ℂ}
    (hH : H.IsHermitian) (hK : K.IsHermitian) (t : ℝ) (ψ : m × n → ℂ) (k : ℕ) :
    (reducedState (propagator (nonInteracting H K) t *ᵥ ψ) ^ k).trace
      = (reducedState ψ ^ k).trace := by
  have hU := propagator_unitary hH t
  have hpow : ∀ k : ℕ, (propagator H t * reducedState ψ * (propagator H t)ᴴ) ^ k
      = propagator H t * reducedState ψ ^ k * (propagator H t)ᴴ := by
    intro k
    induction k with
    | zero => rw [pow_zero, pow_zero, mul_one, mul_eq_one_comm.mp hU]
    | succ k ih =>
      rw [pow_succ, ih, pow_succ]
      simp only [mul_assoc]
      rw [← mul_assoc (propagator H t)ᴴ (propagator H t), hU, one_mul]
  -- cyclicity of the trace removes the unitary
  rw [reducedState_evolved H hK, hpow, Matrix.trace_mul_comm, ← mul_assoc, hU, one_mul]
```

## (g) A coupling can change the purity

**Task.** Two qubits interact through Z⊗Z, where Z = diag(1, −1) and the coupling strength is set to 1.

```lean
/-- The coupling `Z ⊗ Z` of two qubits. -/
def isingCoupling : Matrix (Fin 2 × Fin 2) (Fin 2 × Fin 2) ℂ :=
  !![1, 0; 0, -1] ⊗ₖ !![1, 0; 0, -1]
```

Start from the normalised product vector with all four amplitudes equal to 1/2, and find the purity at time t.

**Solution.** Z⊗Z is diagonal, with entry 1 where the two indices agree and −1 where they differ. With a = exp(−it) and b = exp(it), so that ab = 1 and b is the conjugate of a, the coefficient matrix has the rows

C(t) = ½ [a, b; b, a].

Since a² + b² = 2 cos(2t),

C(t) C(t)ᴴ = ¼ [2ab, a² + b²; a² + b², 2ab] = ½ [1, cos(2t); cos(2t), 1].

The trace of the square is the sum of the squared entries of this real symmetric matrix:

Tr((C(t) C(t)ᴴ)²) = (1 + cos²(2t))/2.

The purity is 1 at t = 0 and 1/2 at t = π/4, so the conservation law of part (f) does not extend to this interacting Hamiltonian.

In the proof, `hd` is the diagonal form, `he` and `hU` exponentiate its diagonal entries and apply the result to the vector, and `hC` and `hCH` write out C(t) and its adjoint C(t)ᴴ as 2 × 2 matrices. The closing `linear_combination` uses ab = 1.

```lean
/-- With the interaction `Z ⊗ Z`, the two-qubit vector with all amplitudes `1/2` has
purity `(1 + cos²(2t))/2` at time `t`. -/
theorem purity_isingCoupling (t : ℝ) :
    (reducedState (propagator isingCoupling t *ᵥ fun _ => (1 / 2 : ℂ)) ^ 2).trace
      = (1 + Complex.cos (2 * (t : ℂ)) ^ 2) / 2 := by
  have hd : isingCoupling
      = Matrix.diagonal (fun p : Fin 2 × Fin 2 => if p.1 = p.2 then (1 : ℂ) else -1) := by
    ext ⟨i, j⟩ ⟨k, l⟩
    fin_cases i <;> fin_cases j <;> fin_cases k <;> fin_cases l <;>
      simp [isingCoupling, Matrix.diagonal_apply]
  -- the exponential of a function on the index pairs is taken value by value
  have he : ∀ (v : Fin 2 × Fin 2 → ℂ) (p : Fin 2 × Fin 2),
      NormedSpace.exp v p = Complex.exp (v p) := by
    intro v p
    rw [Complex.exp_eq_exp_ℂ]
    exact NormedSpace.map_exp (Pi.evalRingHom (fun _ : Fin 2 × Fin 2 => ℂ) p)
      (continuous_apply p) v
  have hU : ∀ p : Fin 2 × Fin 2, (propagator isingCoupling t *ᵥ fun _ => (1 / 2 : ℂ)) p
      = Complex.exp (-(Complex.I * (t : ℂ)) * (if p.1 = p.2 then 1 else -1)) * (1 / 2) := by
    intro p
    rw [propagator, hd, ← Matrix.diagonal_smul, Matrix.exp_diagonal, Matrix.mulVec_diagonal,
      he]
    rfl
  obtain ⟨a, ha⟩ : ∃ a, a = Complex.exp (-(Complex.I * (t : ℂ))) := ⟨_, rfl⟩
  obtain ⟨b, hb⟩ : ∃ b, b = Complex.exp (Complex.I * (t : ℂ)) := ⟨_, rfl⟩
  have hab : a * b = 1 := by rw [ha, hb, ← Complex.exp_add, neg_add_cancel, Complex.exp_zero]
  have sa : (starRingEnd ℂ) a = b := by rw [ha, hb, ← Complex.exp_conj]; simp
  have sb : (starRingEnd ℂ) b = a := by rw [← sa, Complex.conj_conj]
  have hC : coeff (propagator isingCoupling t *ᵥ fun _ => (1 / 2 : ℂ))
      = !![a / 2, b / 2; b / 2, a / 2] := by
    ext i j
    rw [coeff, Matrix.of_apply, hU]
    fin_cases i <;> fin_cases j <;> simp [ha, hb, div_eq_mul_inv]
  have hCH : (!![a / 2, b / 2; b / 2, a / 2])ᴴ = !![b / 2, a / 2; a / 2, b / 2] := by
    ext i j
    fin_cases i <;> fin_cases j <;> simp [sa, sb]
  have hcos : Complex.cos (2 * (t : ℂ)) = (a ^ 2 + b ^ 2) / 2 := by
    rw [ha, hb, Complex.cos, ← Complex.exp_nat_mul, ← Complex.exp_nat_mul]
    push_cast
    ring_nf
  rw [reducedState, hC, hCH, pow_two, hcos]
  simp only [Matrix.mul_fin_two, Matrix.trace_fin_two_of]
  linear_combination ((a * b + 1) / 2) * hab

end

end NonInteractingEvolution
```

```lean
#print axioms NonInteractingEvolution.trace_reducedState_pow_conserved
#print axioms NonInteractingEvolution.purity_isingCoupling
```

```
'NonInteractingEvolution.trace_reducedState_pow_conserved' depends on axioms: [propext, Classical.choice, Quot.sound]
'NonInteractingEvolution.purity_isingCoupling' depends on axioms: [propext, Classical.choice, Quot.sound]
```

## Starting from a density matrix

The state could also have been modelled as a density matrix ρ on the composite system, with a partial trace in place of C Cᴴ. The reduced state would still evolve by conjugation with U, and mixed states would be covered. There would then be no single coefficient matrix to follow, and the moments of the reduced state would no longer measure entanglement on their own, because a mixed reduced state can come from a mixed but unentangled ρ.
